# Value and slope errors of centred four-point cubic interpolation in a smooth table

For f(t) = t⁴ and table points −1, 0, 1, 2, the interpolating cubic misses f by exactly (t + 1) t (t − 1)(t − 2), which equals 9/16 at t = 1/2 and has slope 2 at t = 0. For any four times continuously differentiable function, these two numbers, scaled to the table spacing and to a bound on the fourth derivative, limit the value error throughout the middle cell and the slope error at its left node; the file below proves this, together with a coarser slope bound for the whole cell.

```lean
import Mathlib

open Polynomial Set

namespace CubicTable

/-- `F 0, F 1, ..., F 4` are a function on `S` and its successive derivatives. -/
def Jet (S : Set ℝ) (F : ℕ → ℝ → ℝ) : Prop :=
  ∀ k < 4, ∀ t ∈ S, HasDerivWithinAt (F k) (F (k + 1) t) S t

/-- An interpolation error `R 0` with its derivatives: it vanishes at the table points
`-h, 0, h, 2h`, and its fourth derivative is at most `M` in size. -/
structure TableError (h M : ℝ) (R : ℕ → ℝ → ℝ) : Prop where
  pos : 0 < h
  jet : Jet (Icc (-h) (2 * h)) R
  bound : ∀ t ∈ Icc (-h) (2 * h), |R 4 t| ≤ M
  node : ∀ t ∈ ({-h, 0, h, 2 * h} : Set ℝ), R 0 t = 0

/-- Subtracting a polynomial subtracts its derivatives. -/
theorem Jet.sub_poly {S : Set ℝ} {F : ℕ → ℝ → ℝ} (hF : Jet S F) (P : ℝ[X]) :
    Jet S (fun k t => F k t - (derivative^[k] P).eval t) := by
  intro k hk t ht
  have h := ((derivative^[k] P).hasDerivAt t).hasDerivWithinAt (s := S)
  rw [← Function.iterate_succ_apply' (⇑derivative) k P] at h
  exact (hF k hk t ht).sub h

/-- Subtracting a quartic with leading coefficient `a` lowers the fourth derivative by `24 a`. -/
theorem Jet.sub_quartic {S : Set ℝ} {F : ℕ → ℝ → ℝ} (hF : Jet S F) (a b c d : ℝ) :
    ∃ G, Jet S G ∧ (∀ t, G 0 t = F 0 t - (a * t ^ 4 + b * t ^ 3 + c * t ^ 2 + d * t)) ∧
      (∀ t, G 1 t = F 1 t - (4 * a * t ^ 3 + 3 * b * t ^ 2 + 2 * c * t + d)) ∧
      ∀ t, G 4 t = F 4 t - 24 * a := by
  let P : ℝ[X] := C a * X ^ 4 + C b * X ^ 3 + C c * X ^ 2 + C d * X
  refine ⟨_, hF.sub_poly P, fun t => congrArg (F 0 t - ·) ?_,
    fun t => congrArg (F 1 t - ·) ?_, fun t => congrArg (F 4 t - ·) ?_⟩
  · simp [P]
  · change (derivative P).eval t = _
    simp [P]
    ring
  · change (derivative (derivative (derivative (derivative P)))).eval t = _
    simp [P]
    ring

/-- Rolle's theorem for one member of a tower of derivatives. -/
theorem Jet.rolle {A B u v : ℝ} {F : ℕ → ℝ → ℝ} (hF : Jet (Icc A B) F) {k : ℕ} (hk : k < 4)
    (hu : A ≤ u) (huv : u < v) (hv : v ≤ B) (h0 : F k u = 0) (h1 : F k v = 0) :
    ∃ c, u < c ∧ c < v ∧ F (k + 1) c = 0 := by
  have hs : Icc u v ⊆ Icc A B := Icc_subset_Icc hu hv
  obtain ⟨c, hc, h⟩ := exists_hasDerivAt_eq_zero (f' := F (k + 1)) huv
    (fun t ht => ((hF k hk t (hs ht)).mono hs).continuousWithinAt) (h0.trans h1.symm)
    (fun t ht => (hF k hk t (hs (Ioo_subset_Icc_self ht))).hasDerivAt
      (Icc_mem_nhds (hu.trans_lt ht.1) (ht.2.trans_le hv)))
  exact ⟨c, hc.1, hc.2, h⟩

/-- If `G 1` vanishes at four points of the interval and `G 4` is `F 4 - 24 a`, then a bound `M` on
the size of `F 4` gives `|a| ≤ M / 24`. -/
theorem leading_le {A B M a z₁ z₂ z₃ z₄ : ℝ} {F G : ℕ → ℝ → ℝ} (hG : Jet (Icc A B) G)
    (hM : ∀ t ∈ Icc A B, |F 4 t| ≤ M) (g4 : ∀ t, G 4 t = F 4 t - 24 * a)
    (hA : A ≤ z₁) (h₁ : z₁ < z₂) (h₂ : z₂ < z₃) (h₃ : z₃ < z₄) (hB : z₄ ≤ B)
    (e₁ : G 1 z₁ = 0) (e₂ : G 1 z₂ = 0) (e₃ : G 1 z₃ = 0) (e₄ : G 1 z₄ = 0) :
    |a| ≤ M / 24 := by
  -- four zeros of the slope, three of the curvature, two, one
  obtain ⟨p, p1, p2, p3⟩ := hG.rolle (k := 1) (by norm_num) hA h₁ (by linarith) e₁ e₂
  obtain ⟨q, q1, q2, q3⟩ := hG.rolle (k := 1) (by norm_num) (by linarith) h₂ (by linarith) e₂ e₃
  obtain ⟨r, r1, r2, r3⟩ := hG.rolle (k := 1) (by norm_num) (by linarith) h₃ hB e₃ e₄
  obtain ⟨u, u1, u2, u3⟩ := hG.rolle (k := 2) (by norm_num) (by linarith)
    (p2.trans q1) (by linarith) p3 q3
  obtain ⟨v, v1, v2, v3⟩ := hG.rolle (k := 2) (by norm_num) (by linarith)
    (q2.trans r1) (by linarith) q3 r3
  obtain ⟨w, w1, w2, w3⟩ := hG.rolle (k := 3) (by norm_num) (by linarith)
    (u2.trans v1) (by linarith) u3 v3
  have w4 : G 4 w = 0 := w3
  have := hM w ⟨by linarith, by linarith⟩
  rw [show F 4 w = 24 * a by linarith [g4 w], abs_mul, abs_of_pos (by norm_num)] at this
  linarith

/-- The value error in the central cell is at most `3/128 M h^4`. -/
theorem TableError.value {h M x : ℝ} {R : ℕ → ℝ → ℝ} (E : TableError h M R)
    (h0 : 0 ≤ x) (h1 : x ≤ h) : |R 0 x| ≤ 3 / 128 * M * h ^ 4 := by
  have hh := E.pos
  have M0 : 0 ≤ M := (abs_nonneg _).trans (E.bound x ⟨by linarith, by linarith⟩)
  by_cases hx : x = 0 ∨ x = h
  · rw [E.node x (by rcases hx with e | e <;> simp [e]), abs_zero]
    positivity
  have x0 : 0 < x := lt_of_le_of_ne h0 fun e => hx (Or.inl e.symm)
  have x1 : x < h := lt_of_le_of_ne h1 fun e => hx (Or.inr e)
  have hw : 0 < x * (h - x) * (2 * h ^ 2 + x * (h - x)) := by
    have := sub_pos.2 x1
    positivity
  obtain ⟨c, hc⟩ : ∃ c, R 0 x = c * (x * (h - x) * (2 * h ^ 2 + x * (h - x))) :=
    ⟨_, (div_mul_cancel₀ _ hw.ne').symm⟩
  -- this multiple of the node quartic matches the error at `x` as well as at the nodes
  obtain ⟨G, hG, g0, -, g4⟩ := E.jet.sub_quartic c (-2 * h * c) (-h ^ 2 * c) (2 * h ^ 3 * c)
  have y1 : G 0 (-h) = 0 := by rw [g0, E.node _ (by simp)]; ring
  have y2 : G 0 0 = 0 := by rw [g0, E.node _ (by simp)]; ring
  have y3 : G 0 x = 0 := by rw [g0, hc]; ring
  have y4 : G 0 h = 0 := by rw [g0, E.node _ (by simp)]; ring
  have y5 : G 0 (2 * h) = 0 := by rw [g0, E.node _ (by simp)]; ring
  obtain ⟨p, p1, p2, p3⟩ := hG.rolle (by norm_num) le_rfl (by linarith) (by linarith) y1 y2
  obtain ⟨q, q1, q2, q3⟩ := hG.rolle (by norm_num) (by linarith) x0 (by linarith) y2 y3
  obtain ⟨r, r1, r2, r3⟩ := hG.rolle (by norm_num) (by linarith) x1 (by linarith) y3 y4
  obtain ⟨s, s1, s2, s3⟩ := hG.rolle (by norm_num) (by linarith) (by linarith) le_rfl y4 y5
  have hc' := leading_le hG E.bound g4 p1.le (p2.trans q1) (q2.trans r1) (r2.trans s1) s2.le
    p3 q3 r3 s3
  have y : 0 ≤ h ^ 2 / 4 - x * (h - x) := by linarith [sq_nonneg (x - h / 2)]
  have hw' : x * (h - x) * (2 * h ^ 2 + x * (h - x)) ≤ 9 / 16 * h ^ 4 := by
    have := mul_nonneg y (show 0 ≤ 9 / 4 * h ^ 2 + x * (h - x) by
      have := sub_pos.2 x1
      positivity)
    linarith
  rw [hc, abs_mul, abs_of_pos hw]
  exact (mul_le_mul hc' hw' hw.le (by positivity)).trans_eq (by ring)

/-- The slope error is at most `2/3 M h^3` in the central cell and `1/12 M h^3` at its left node. -/
theorem TableError.slope {h M x : ℝ} {R : ℕ → ℝ → ℝ} (E : TableError h M R)
    (h0 : 0 ≤ x) (h1 : x ≤ h) :
    |R 1 x| ≤ 2 / 3 * M * h ^ 3 ∧ |R 1 0| ≤ 1 / 12 * M * h ^ 3 := by
  have hh := E.pos
  have M0 : 0 ≤ M := (abs_nonneg _).trans (E.bound x ⟨by linarith, by linarith⟩)
  have z1 := E.node (-h) (by simp)
  have z2 := E.node 0 (by simp)
  have z3 := E.node h (by simp)
  have z4 := E.node (2 * h) (by simp)
  constructor
  · obtain ⟨p, p1, p2, p3⟩ := E.jet.rolle (by norm_num) le_rfl (by linarith) (by linarith) z1 z2
    obtain ⟨q, q1, q2, q3⟩ := E.jet.rolle (by norm_num) (by linarith) hh (by linarith) z2 z3
    obtain ⟨r, r1, r2, r3⟩ := E.jet.rolle (by norm_num) (by linarith) (by linarith) le_rfl z3 z4
    simp only [zero_add] at p3 q3 r3
    by_cases hx : x = q
    · rw [hx, q3, abs_zero]
      positivity
    have hw : (x - p) * (x - q) * (x - r) ≠ 0 :=
      mul_ne_zero (mul_ne_zero (by linarith) (sub_ne_zero.2 hx)) (by linarith)
    obtain ⟨m, hm⟩ : ∃ m, R 1 x = m * ((x - p) * (x - q) * (x - r)) :=
      ⟨_, (div_mul_cancel₀ _ hw).symm⟩
    -- a cubic slope with the same three zeros, matched at `x`
    obtain ⟨G, hG, -, g1, g4⟩ := E.jet.sub_quartic (m / 4) (-(p + q + r) * m / 3)
      ((p * q + p * r + q * r) * m / 2) (-(p * q * r) * m)
    have y1 : G 1 p = 0 := by rw [g1, p3]; ring
    have y2 : G 1 q = 0 := by rw [g1, q3]; ring
    have y3 : G 1 r = 0 := by rw [g1, r3]; ring
    have y4 : G 1 x = 0 := by rw [g1, hm]; ring
    have key : |m / 4| ≤ M / 24 := by
      rcases lt_or_gt_of_ne hx with l | l
      · exact leading_le hG E.bound g4 p1.le (by linarith) l (by linarith) r2.le y1 y4 y2 y3
      · exact leading_le hG E.bound g4 p1.le (by linarith) l (by linarith) r2.le y1 y2 y4 y3
    have km : |m| ≤ M / 6 := by
      rw [abs_div, abs_of_pos (show (0 : ℝ) < 4 by norm_num)] at key
      linarith
    have b1 : |x - p| ≤ 2 * h := abs_le.2 ⟨by linarith, by linarith⟩
    have b2 : |x - q| ≤ h := abs_le.2 ⟨by linarith, by linarith⟩
    have b3 : |x - r| ≤ 2 * h := abs_le.2 ⟨by linarith, by linarith⟩
    rw [hm, abs_mul, abs_mul, abs_mul]
    calc |m| * (|x - p| * |x - q| * |x - r|) ≤ M / 6 * (2 * h * h * (2 * h)) := by gcongr
      _ = 2 / 3 * M * h ^ 3 := by ring
  · have hw : 0 < 2 * h ^ 3 := by positivity
    obtain ⟨c, hc⟩ : ∃ c, R 1 0 = c * (2 * h ^ 3) := ⟨_, (div_mul_cancel₀ _ hw.ne').symm⟩
    obtain ⟨G, hG, g0, g1, g4⟩ :=
      E.jet.sub_quartic c (-2 * h * c) (-h ^ 2 * c) (2 * h ^ 3 * c)
    have y1 : G 0 (-h) = 0 := by rw [g0, z1]; ring
    have y2 : G 0 0 = 0 := by rw [g0, z2]; ring
    have y3 : G 0 h = 0 := by rw [g0, z3]; ring
    have y4 : G 0 (2 * h) = 0 := by rw [g0, z4]; ring
    have y5 : G 1 0 = 0 := by rw [g1, hc]; ring
    obtain ⟨p, p1, p2, p3⟩ := hG.rolle (by norm_num) le_rfl (by linarith) (by linarith) y1 y2
    obtain ⟨q, q1, q2, q3⟩ := hG.rolle (by norm_num) (by linarith) hh (by linarith) y2 y3
    obtain ⟨r, r1, r2, r3⟩ := hG.rolle (by norm_num) (by linarith) (by linarith) le_rfl y3 y4
    have hc' := leading_le hG E.bound g4 p1.le p2 q1 (q2.trans r1) r2.le p3 y5 q3 r3
    rw [hc, abs_mul, abs_of_pos hw]
    exact (mul_le_mul_of_nonneg_right hc' hw.le).trans_eq (by ring)

/-- Four-point cubic table lookup with spacing `h`, where `M` bounds the fourth derivative: errors
of the value and slope in the central cell, and of the slope at its left node. -/
theorem cubic_table_error {f : ℝ → ℝ} {p : ℝ[X]} {h M x : ℝ} (hh : 0 < h)
    (hf : ContDiffOn ℝ 4 f (Icc (-h) (2 * h)))
    (hM : ∀ t ∈ Icc (-h) (2 * h), |iteratedDerivWithin 4 f (Icc (-h) (2 * h)) t| ≤ M)
    (hp : p.natDegree ≤ 3) (hn : ∀ t ∈ ({-h, 0, h, 2 * h} : Set ℝ), p.eval t = f t)
    (hx : x ∈ Icc 0 h) :
    |f x - p.eval x| ≤ 3 / 128 * M * h ^ 4 ∧
    |deriv f x - (derivative p).eval x| ≤ 2 / 3 * M * h ^ 3 ∧
    |deriv f 0 - (derivative p).eval 0| ≤ 1 / 12 * M * h ^ 3 := by
  obtain ⟨h0, h1⟩ := hx
  have hU : UniqueDiffOn ℝ (Icc (-h) (2 * h)) := uniqueDiffOn_Icc (by linarith)
  have hJ : Jet (Icc (-h) (2 * h)) (fun k => iteratedDerivWithin k f (Icc (-h) (2 * h))) := by
    intro k hk t ht
    have := hf.differentiableOn_iteratedDerivWithin (m := k) (by exact_mod_cast hk) hU t ht
    simpa only [iteratedDerivWithin_succ] using this.hasDerivWithinAt
  -- the fourth derivative of the cubic is zero, so the error inherits the bound `M`
  have E : TableError h M (fun k t =>
      iteratedDerivWithin k f (Icc (-h) (2 * h)) t - (derivative^[k] p).eval t) :=
    { pos := hh
      jet := hJ.sub_poly p
      bound := fun t ht => by
        simp only [iterate_derivative_eq_zero (show p.natDegree < 4 by omega), eval_zero, sub_zero]
        exact hM t ht
      node := fun t ht => by
        simp only [iteratedDerivWithin_zero, Function.iterate_zero_apply, hn t ht, sub_self] }
  have v := E.value h0 h1
  have s := E.slope h0 h1
  have n1 : Icc (-h) (2 * h) ∈ nhds x := Icc_mem_nhds (by linarith) (by linarith)
  have n2 : Icc (-h) (2 * h) ∈ nhds (0 : ℝ) := Icc_mem_nhds (by linarith) (by linarith)
  simp only [iteratedDerivWithin_zero, Function.iterate_zero_apply] at v
  simp only [iteratedDerivWithin_one, Function.iterate_one, derivWithin_of_mem_nhds n1,
    derivWithin_of_mem_nhds n2] at s
  exact ⟨v, s⟩

end CubicTable
```

```lean
#print axioms CubicTable.cubic_table_error
```

```
'CubicTable.cubic_table_error' depends on axioms: [propext, Classical.choice, Quot.sound]
```

## Three bounds for one table cell

Let h > 0 be the table spacing, f a four times continuously differentiable real function on [−h, 2h], and M a bound on |f''''| there. Let p be a polynomial of degree at most 3 that agrees with f at −h, 0, h and 2h. For every x in [0, h], `cubic_table_error` states

|f(x) − p(x)| ≤ (3/128) M h⁴

|f'(x) − p'(x)| ≤ (2/3) M h³

|f'(0) − p'(0)| ≤ (1/12) M h³.

The smaller slope constant, 1/12, is proved at the left node only. Elsewhere in the cell the theorem gives 2/3.

In the opening example h = 1 and M = 24, so the first bound is 9/16 and the third is 2. Both are attained, and neither constant can be lowered. The second bound is 16, far above the slope error in that example.

At the other extreme, M = 0 forces all three errors to vanish: a table of a cubic is reproduced exactly. With M fixed, halving h divides the value bound by 16 and the slope bounds by 8.

## Radial tables of β(q) and Q(q)

In a plane-wave calculation with ultrasoft pseudopotentials, the radial transforms β(q) of the projectors and Q(q) of the augmentation charges can be tabulated on a uniform grid in q and interpolated at the lengths of the plane-wave vectors. The function f is one such transform, with the origin shifted to the table point just below the requested q. If q lies in the first cell of the table, the leftmost node is at negative q; its value follows from the parity (−1)^l of a transform with angular momentum l. The stress also needs derivatives with respect to q, because strain changes those lengths; here they are represented by p'.

The constant M bounds the fourth derivative of the transform with respect to q. A projector confined to a radius r_c has a smooth transform, and each derivative with respect to q brings in a factor r ≤ r_c under the radial integral. A more extended projector therefore generally calls for a finer table. The theorem takes M as given and does not compute it from a pseudopotential.

In Lean, f has type `ℝ → ℝ` and p is a genuine polynomial, `ℝ[X]`, with `p.natDegree ≤ 3`. Smoothness is `ContDiffOn ℝ 4 f (Icc (-h) (2 * h))`, so nothing is required of f outside the four-point interval. The bound on f'''' uses `iteratedDerivWithin`, which is one-sided at the two ends. The conclusion uses the ordinary derivative `deriv f`, since [0, h] lies inside the larger interval. The hypothesis `hn` says that the table values are exact, so quadrature and rounding errors in the table are not included. Nor is the error of differentiating the interpolated values by finite differences.

The result controls one lookup of one real radial function; it does not by itself bound a total energy or a stress tensor, where many such errors are combined.

The position of x is a choice. The statement covers centred lookup, with two table points on each side of the cell's interior. It could have allowed x anywhere in [−h, 2h], which would include schemes that place q in the first of the three cells. The product (t + h) t (t − h)(t − 2h) is larger in the outer cells, reaching h⁴ in absolute value, and the same argument by hand then gives the value bound M h⁴/24, larger by a factor 16/9.

## Counting zeros of the error

Write R = f − p. It vanishes at the four nodes, and R'''' = f'''' because p is at most cubic. Define the node quartic

ω(t) = (t + h) t (t − h)(t − 2h) = t⁴ − 2h t³ − h² t² + 2h³ t.

**Value.** At x = 0 and x = h the error is zero. For 0 < x < h, put y = x(h − x). Then

ω(x) = y (2h² + y) > 0.

Choose c = R(x)/ω(x) and set G = R − cω. This G vanishes at −h, 0, x, h and 2h. Rolle's theorem places a zero of G' in each of the four gaps, then gives three zeros of G'', two of G''' and one of G''''. At that last point

0 = G'''' = R'''' − 24c,

so |c| ≤ M/24. Since y ≤ h²/4,

ω(x) ≤ (h²/4)(9h²/4) = (9/16) h⁴,

and |R(x)| = |c| ω(x) ≤ (M/24)(9/16) h⁴ = (3/128) M h⁴.

**Slope at the left node.** Here ω'(0) = 2h³. Choose c = R'(0)/(2h³) and again set G = R − cω. Now G vanishes at the four nodes, so G' has a zero in each of the three gaps, and by the choice of c it has a fourth at 0. The same descent gives |c| ≤ M/24, hence

|R'(0)| ≤ 2h³ · M/24 = (1/12) M h³.

**Slope in the cell.** Rolle's theorem applied to R gives zeros ξ₁, ξ₂, ξ₃ of R' in (−h, 0), (0, h) and (h, 2h); the code of `TableError.slope` calls them `p`, `q`, `r`. If x = ξ₂, the slope error is zero. Otherwise x differs from all three, and one can write

R'(x) = m (x − ξ₁)(x − ξ₂)(x − ξ₃).

Subtract from R a quartic whose derivative is m(t − ξ₁)(t − ξ₂)(t − ξ₃). Its leading coefficient is m/4, and the slope of the difference vanishes at ξ₁, ξ₂, ξ₃ and x. The descent gives |m/4| ≤ M/24, that is, |m| ≤ M/6. The three distances are at most 2h, h and 2h, so

|R'(x)| ≤ (M/6) · 4h³ = (2/3) M h³.

This bound is coarse: the first distance can be close to 2h only for x near h, and the third only for x near 0, yet the estimate uses both limits at once.

## The same argument in Lean

A `Jet` packages a function with its first four derivatives, so that `F k` is the k-th derivative. `Jet.sub_poly` subtracts a polynomial at every level, and `Jet.sub_quartic` writes out the value, slope and fourth derivative when that polynomial is a quartic. `Jet.rolle` is one step of Rolle's theorem at any level.

All three estimates use `leading_le`. It takes a difference `G` that is itself a `Jet` and whose slope has four zeros, applies `Jet.rolle` six times, and bounds the leading coefficient of the subtracted quartic by M/24. `TableError` collects the facts about R: its nodes, its derivatives and the bound M.

In `TableError.value` and `TableError.slope`, the `obtain` lines introduce c or m and the zeros between neighbouring points. There `ring` checks that the error minus the quartic, or the slope of this difference, vanishes at the required points, and `linarith` keeps the points in order. Because `leading_le` needs its four zeros sorted, the slope proof treats x < ξ₂ and x > ξ₂ separately.

Finally, `cubic_table_error` builds a `TableError` from f − p, using the vanishing fourth derivative of p, and turns the derivatives within the interval into ordinary ones at x and 0.
